# For every φ outside [0, 1], some Broyden-class update stays positive definite but breaks a spectral bound

## Updates and conventions

Let $B$ be a real square matrix approximating the Hessian of an energy, $s$ a step in the coordinates and $y$ the resulting change of the gradient. Vectors are columns, and $I$ is the identity matrix. The index type `n` is any finite set of coordinates.

```lean
import Mathlib

open Matrix

namespace BroydenOutsideConvexRange

noncomputable section

variable {n : Type*} [Fintype n] [DecidableEq n]
```

The BFGS update removes the old curvature along the step and inserts the measured one:

$$B_{\rm BFGS}=B-\frac{Bs\,s^TB}{s^TBs}+\frac{yy^T}{y^Ts}.$$

In Lean, `vecMulVec a b` is the outer product $ab^T$, and `s ᵥ* B` is the row vector $s^TB$.

```lean
/-- The BFGS update of the Hessian approximation `B` for step `s` and gradient change `y`. -/
def bfgs (B : Matrix n n ℝ) (s y : n → ℝ) : Matrix n n ℝ :=
  B - (s ⬝ᵥ B *ᵥ s)⁻¹ • vecMulVec (B *ᵥ s) (s ᵥ* B) + (y ⬝ᵥ s)⁻¹ • vecMulVec y y
```

The DFP update is written in product form:

$$B_{\rm DFP}=\Big(I-\frac{ys^T}{y^Ts}\Big)B\Big(I-\frac{sy^T}{y^Ts}\Big)+\frac{yy^T}{y^Ts}.$$

```lean
/-- The DFP update of the Hessian approximation `B` for step `s` and gradient change `y`. -/
def dfp (B : Matrix n n ℝ) (s y : n → ℝ) : Matrix n n ℝ :=
  (1 - (y ⬝ᵥ s)⁻¹ • vecMulVec y s) * B * (1 - (y ⬝ᵥ s)⁻¹ • vecMulVec s y)
    + (y ⬝ᵥ s)⁻¹ • vecMulVec y y
```

The Broyden class joins the two by a real parameter $\varphi$, with $B_\varphi=(1-\varphi)B_{\rm BFGS}+\varphi B_{\rm DFP}$. It is a convex combination exactly when $0\le\varphi\le1$; the definition allows every real $\varphi$.

```lean
/-- The member of the Broyden class with parameter `φ`. -/
def broyden (φ : ℝ) (B : Matrix n n ℝ) (s y : n → ℝ) : Matrix n n ℝ :=
  (1 - φ) • bfgs B s y + φ • dfp B s y
```

## A two-coordinate model with unit Hessian

Take a quadratic energy whose exact Hessian is $I$, so that $y=s$. The initial approximation is too stiff in one coordinate when $M>1$: $B=\mathrm{diag}(M,1)$.

```lean
/-- The initial Hessian approximation `diag(M, 1)`. -/
def start (M : ℝ) : Matrix (Fin 2) (Fin 2) ℝ := !![M, 0; 0, 1]
```

The step is $s=(1,r)^T$, with $r$ setting its direction.

```lean
/-- The step `(1, r)`. -/
def step (r : ℝ) : Fin 2 → ℝ := ![1, r]
```

Let $u=(-r,1)^T$, which is orthogonal to $s$. Both vectors have squared length $1+r^2$. The DFP projector leaves $u$ unchanged, so

$$u^TB_{\rm DFP}u=u^TBu=1+Mr^2.$$

For BFGS, $u^TBs=-r(M-1)$ and $s^TBs=M+r^2$, hence

$$u^TB_{\rm BFGS}u=1+Mr^2-\frac{r^2(M-1)^2}{M+r^2}=\frac{M(1+r^2)^2}{M+r^2}.$$

The DFP value is larger by $r^2(M-1)^2/(M+r^2)$. Combining the two and dividing by $u^Tu$ gives the normalised curvature

$$L(M,r,\varphi)=\frac{M(1+r^2)^2+\varphi r^2(M-1)^2}{(1+r^2)(M+r^2)}.$$

```lean
/-- For `M > 0`, the normalised curvature along `(-r, 1)` of the Broyden update of `diag(M, 1)` with
step and gradient change both `(1, r)`. -/
def curv (M r φ : ℝ) : ℝ :=
  (M * (1 + r ^ 2) ^ 2 + φ * r ^ 2 * (M - 1) ^ 2) / ((1 + r ^ 2) * (M + r ^ 2))
```

## Spectral bounds as semidefinite matrices

The upper bound $M$ on a matrix $C$ means that $MI-C$ is positive semidefinite, which in Lean includes symmetry. If $Cu=\ell u$ with $u\ne0$ and $\ell>M$, then

$$u^T(MI-C)u=(M-\ell)\,u^Tu<0,$$

which contradicts the bound. The proof evaluates this quadratic form and leaves the sign to `nlinarith`.

```lean
/-- An eigenvalue of `C` above `M` excludes the upper bound `C ≤ M`. -/
theorem not_upper_bound {C : Matrix n n ℝ} {u : n → ℝ} {l M : ℝ} (hu : u ≠ 0)
    (hC : C *ᵥ u = l • u) (hl : M < l) : ¬ (M • (1 : Matrix n n ℝ) - C).PosSemidef := by
  intro h
  have h0 := h.dotProduct_mulVec_nonneg u
  have hp : 0 < u ⬝ᵥ u := lt_of_le_of_ne
    (Finset.sum_nonneg fun i _ => mul_self_nonneg (u i))
    (Ne.symm (mt dotProduct_self_eq_zero.mp hu))
  rw [Matrix.sub_mulVec, Matrix.smul_mulVec, Matrix.one_mulVec, hC, ← sub_smul,
    dotProduct_smul, smul_eq_mul, star_trivial] at h0
  nlinarith [mul_pos (sub_pos.mpr hl) hp]
```

In the same way, $\ell<1$ gives $u^T(C-I)u=(\ell-1)u^Tu<0$ and excludes the lower bound 1.

```lean
/-- An eigenvalue of `C` below `1` excludes the lower bound `1 ≤ C`. -/
theorem not_lower_bound {C : Matrix n n ℝ} {u : n → ℝ} {l : ℝ} (hu : u ≠ 0)
    (hC : C *ᵥ u = l • u) (hl : l < 1) : ¬ (C - 1).PosSemidef := by
  intro h
  have h0 := h.dotProduct_mulVec_nonneg u
  have hp : 0 < u ⬝ᵥ u := lt_of_le_of_ne
    (Finset.sum_nonneg fun i _ => mul_self_nonneg (u i))
    (Ne.symm (mt dotProduct_self_eq_zero.mp hu))
  have e : l • u - u = (l - 1) • u := by module
  rw [Matrix.sub_mulVec, Matrix.one_mulVec, hC, e,
    dotProduct_smul, smul_eq_mul, star_trivial] at h0
  nlinarith [mul_pos (sub_pos.mpr hl) hp]
```

The initial matrix satisfies both bounds when $M\ge1$, because $B-I=\mathrm{diag}(M-1,0)$ and $MI-B=\mathrm{diag}(0,M-1)$ have nonnegative diagonals.

```lean
/-- For `M ≥ 1` the initial matrix `diag(M, 1)` lies between `1` and `M`. -/
theorem start_bounds {M : ℝ} (hM : 1 ≤ M) : (start M - 1).PosSemidef ∧
    (M • (1 : Matrix (Fin 2) (Fin 2) ℝ) - start M).PosSemidef := by
  have h1 : start M - 1 = Matrix.diagonal ![M - 1, 0] := by
    ext i j
    fin_cases i <;> fin_cases j <;> simp [start]
  have h2 : M • (1 : Matrix (Fin 2) (Fin 2) ℝ) - start M = Matrix.diagonal ![0, M - 1] := by
    ext i j
    fin_cases i <;> fin_cases j <;> simp [start]
  rw [h1, h2]
  constructor <;> refine Matrix.PosSemidef.diagonal ?_ <;> intro i <;>
    fin_cases i <;> simp [hM]
```

## The updated matrix and its eigenvectors

Both updates satisfy the secant condition $B_\varphi s=y$, so here $B_\varphi s=s$. Since $B_\varphi$ is symmetric, $u$ is the other eigenvector, and

$$B_\varphi=\frac{ss^T+L\,uu^T}{1+r^2}.$$

The theorem states this matrix entry by entry. Its proof evaluates the scalar and outer products, then checks the four entries with `field_simp` and `ring`.

```lean
/-- Closed form, for `M > 0`, of the Broyden update of `diag(M, 1)` when step and gradient change
are both `(1, r)`. -/
theorem update_eq {M : ℝ} (hM : 0 < M) (r φ : ℝ) :
    broyden φ (start M) (step r) (step r) =
      !![(1 + curv M r φ * r ^ 2) / (1 + r ^ 2), (r - curv M r φ * r) / (1 + r ^ 2);
         (r - curv M r φ * r) / (1 + r ^ 2), (r ^ 2 + curv M r φ) / (1 + r ^ 2)] := by
  have hn : 1 + r ^ 2 ≠ 0 := by positivity
  have ha : M + r ^ 2 ≠ 0 := by positivity
  -- the two scalar products in the denominators
  have h1 : step r ⬝ᵥ start M *ᵥ step r = M + r ^ 2 := by
    simp [step, start, dotProduct, Matrix.mulVec, Fin.sum_univ_succ]
    ring
  have h2 : step r ⬝ᵥ step r = 1 + r ^ 2 := by
    simp [step, dotProduct, Fin.sum_univ_succ]
    ring
  have v1 : start M *ᵥ step r = ![M, r] := by
    ext i
    fin_cases i <;> simp [step, start, Matrix.mulVec, dotProduct, Fin.sum_univ_succ]
  have v2 : step r ᵥ* start M = ![M, r] := by
    ext i
    fin_cases i <;> simp [step, start, Matrix.vecMul, dotProduct, Fin.sum_univ_succ]
  -- outer products as explicit arrays
  have w (a b c d : ℝ) : vecMulVec ![a, b] ![c, d] = !![a * c, a * d; b * c, b * d] := by
    ext i j
    fin_cases i <;> fin_cases j <;> rfl
  unfold broyden bfgs dfp
  rw [h1, h2, v1, v2]
  simp only [step, start, w, Matrix.one_fin_two]
  ext i j
  fin_cases i <;> fin_cases j <;>
    simp [curv] <;>
    field_simp <;> ring
```

Multiplying the closed form by $u$ gives $B_\varphi u=Lu$, because $s^Tu=0$.

```lean
/-- For `M > 0`, the direction `(-r, 1)`, orthogonal to the step `(1, r)`, is an eigenvector of the
Broyden update of `diag(M, 1)` with gradient change equal to the step, with eigenvalue `curv M r φ`.
-/
theorem update_orthogonal {M : ℝ} (hM : 0 < M) (r φ : ℝ) :
    broyden φ (start M) (step r) (step r) *ᵥ ![-r, 1] = curv M r φ • ![-r, 1] := by
  have hn : 1 + r ^ 2 ≠ 0 := by positivity
  rw [update_eq hM]
  generalize curv M r φ = l
  ext i
  fin_cases i <;> simp [Matrix.mulVec, dotProduct, Fin.sum_univ_succ] <;>
    field_simp <;> ring
```

For $x=(x_0,x_1)^T$ the quadratic form splits into parts along and across the step:

$$x^TB_\varphi x=\frac{(x_0+rx_1)^2+L(x_1-rx_0)^2}{1+r^2}.$$

If $L>0$ and $x\neq0$, this is positive. When the second square vanishes, $x_1=rx_0$ with $x_0\ne0$, and the first square is $(1+r^2)^2x_0^2>0$. The proof makes the same case distinction.

```lean
/-- For `M > 0` and step and gradient change both `(1, r)`, the Broyden update of `diag(M, 1)` is
positive definite if `curv M r φ` is positive. -/
theorem update_posDef {M r φ : ℝ} (hM : 0 < M) (hl : 0 < curv M r φ) :
    (broyden φ (start M) (step r) (step r)).PosDef := by
  have hn : 0 < 1 + r ^ 2 := by positivity
  rw [update_eq hM]
  generalize curv M r φ = l at hl
  rw [Matrix.posDef_iff_dotProduct_mulVec]
  refine ⟨?_, ?_⟩
  · ext i j
    fin_cases i <;> fin_cases j <;> simp
  · intro x hx
    -- split the energy into parts along and orthogonal to the step
    have key : star x ⬝ᵥ !![(1 + l * r ^ 2) / (1 + r ^ 2), (r - l * r) / (1 + r ^ 2);
        (r - l * r) / (1 + r ^ 2), (r ^ 2 + l) / (1 + r ^ 2)] *ᵥ x =
        ((x 0 + r * x 1) ^ 2 + l * (x 1 - r * x 0) ^ 2) / (1 + r ^ 2) := by
      simp [Matrix.mulVec, dotProduct, Fin.sum_univ_succ]
      field_simp
      ring
    rw [key]
    refine div_pos ?_ hn
    by_cases hB : x 1 - r * x 0 = 0
    · have hx1 : x 1 = r * x 0 := by linarith
      have hx0 : x 0 ≠ 0 := by
        intro h0
        apply hx
        ext i
        fin_cases i
        · exact h0
        · simpa [h0] using hx1
      have e : x 0 + r * x 1 = (1 + r ^ 2) * x 0 := by rw [hx1]; ring
      rw [hB, e]
      have := mul_ne_zero hn.ne' hx0
      positivity
    · positivity
```

## The instance with eigenvalue 7/2

Set $M=3$, $r=1$, $\varphi=4$. By hand,

$$B_{\rm BFGS}=\begin{pmatrix}5/4&-1/4\\-1/4&5/4\end{pmatrix},\qquad
B_{\rm DFP}=\begin{pmatrix}3/2&-1/2\\-1/2&3/2\end{pmatrix},$$

$$B_4=-3B_{\rm BFGS}+4B_{\rm DFP}=\begin{pmatrix}9/4&-5/4\\-5/4&9/4\end{pmatrix}.$$

The eigenvalues are $1$ along $(1,1)^T/\sqrt2$ and $7/2$ along $(-1,1)^T/\sqrt2$. The update is positive definite, yet it exceeds the bound 3 that the initial matrix obeyed. The theorem states the eigenvalue as an equation for the unnormalised vector `![-1, 1]`.

```lean
/-- For `B = diag(3, 1)`, `s = y = (1, 1)` and `φ = 4`, the matrix `B` lies between `1` and `3`,
and the update is positive definite but has the eigenvalue `7/2` and violates the bound `3`. -/
theorem counterexample :
    (!![3, 0; 0, 1] - 1 : Matrix (Fin 2) (Fin 2) ℝ).PosSemidef ∧
    ((3 : ℝ) • (1 : Matrix (Fin 2) (Fin 2) ℝ) - !![3, 0; 0, 1]).PosSemidef ∧
    (broyden 4 !![3, 0; 0, 1] ![1, 1] ![1, 1]).PosDef ∧
    broyden 4 !![3, 0; 0, 1] ![1, 1] ![1, 1] *ᵥ ![-1, 1] = (7 / 2 : ℝ) • ![-1, 1] ∧
    ¬ ((3 : ℝ) • (1 : Matrix (Fin 2) (Fin 2) ℝ)
        - broyden 4 !![3, 0; 0, 1] ![1, 1] ![1, 1]).PosSemidef := by
  have hc : curv 3 1 4 = 7 / 2 := by norm_num [curv]
  have hb := start_bounds (M := 3) (by norm_num)
  have he := update_orthogonal (M := 3) (by norm_num) 1 4
  rw [hc] at he
  have hu : (![-1, 1] : Fin 2 → ℝ) ≠ 0 := fun h => by simpa using congrFun h 1
  exact ⟨hb.1, hb.2, update_posDef (by norm_num) (by rw [hc]; norm_num), he,
    not_upper_bound hu he (by norm_num)⟩
```

## Every φ above 1 can lose the upper bound

A large $\varphi$ is not needed, provided that $M$ and the step may depend on $\varphi$. Keeping the step $(1,1)^T$ would be a mistake here: with $r=1$ and $M>1$, the condition $L>M$ reads $\varphi>2M/(M-1)$, which no $\varphi\le2$ can meet. A tilted step covers the remaining values. Choose

$$M=\frac{\varphi+1}{\varphi-1}>1,\qquad r=M.$$

Then $\varphi(M-1)=M+1$, and substitution gives

$$L-M=\frac{(M-1)^2}{(1+M^2)(1+M)}>0.$$

Thus $L>M>0$: the update is positive definite and the upper bound fails. Lean introduces $M$ through $(\varphi-1)M=\varphi+1$ and proves the inequality after clearing the positive denominator. Together with the lower bound 1 on $B$, the condition `s ≠ 0` in the statement keeps the denominators of the updates nonzero.

```lean
/-- For every `φ > 1` there are a matrix `B` between `1` and `M` and a nonzero step `s = y` whose
update is positive definite but violates the upper bound `M`. -/
theorem upper_bound_lost {φ : ℝ} (hφ : 1 < φ) :
    ∃ (M : ℝ) (B : Matrix (Fin 2) (Fin 2) ℝ) (s : Fin 2 → ℝ), s ≠ 0 ∧
      (B - 1).PosSemidef ∧ (M • (1 : Matrix (Fin 2) (Fin 2) ℝ) - B).PosSemidef ∧
      (broyden φ B s s).PosDef ∧
      ¬ (M • (1 : Matrix (Fin 2) (Fin 2) ℝ) - broyden φ B s s).PosSemidef := by
  have hd : 0 < φ - 1 := by linarith
  obtain ⟨M, hk⟩ : ∃ M : ℝ, (φ - 1) * M = φ + 1 :=
    ⟨(φ + 1) / (φ - 1), mul_div_cancel₀ _ hd.ne'⟩
  have hM : 1 < M := by
    by_contra h
    nlinarith [mul_nonneg hd.le (sub_nonneg.mpr (not_lt.mp h))]
  have hM0 : 0 < M := by linarith
  -- with the step (1, M) the orthogonal curvature exceeds M
  have hl : M < curv M M φ := by
    unfold curv
    rw [lt_div_iff₀ (by positivity)]
    have e : φ * M ^ 2 * (M - 1) ^ 2 = M ^ 2 * (M + 1) * (M - 1) := by
      linear_combination M ^ 2 * (M - 1) * hk
    rw [e]
    have hp : 0 < M * (M - 1) * (M - 1) :=
      mul_pos (mul_pos hM0 (sub_pos.mpr hM)) (sub_pos.mpr hM)
    linarith [hp, show M * (1 + M ^ 2) ^ 2 + M ^ 2 * (M + 1) * (M - 1)
      - M * ((1 + M ^ 2) * (M + M ^ 2)) = M * (M - 1) * (M - 1) by ring]
  have hb := start_bounds hM.le
  exact ⟨M, start M, step M, fun h => by simpa [step] using congrFun h 0, hb.1, hb.2,
    update_posDef hM0 (hM0.trans hl),
    not_upper_bound (fun h => by simpa using congrFun h 1) (update_orthogonal hM0 M φ) hl⟩
```

## Every φ below 0 can lose the lower bound

For $\varphi<0$ the step $(1,1)^T$ suffices. Choose $M=1-3/\varphi>1$, so that $\varphi(M-1)=-3$. The numerator of $L$ becomes $4M-3(M-1)=M+3$, and

$$0<L=\frac{M+3}{2(M+1)}<1.$$

The update is again positive definite, but now too soft across the step. The proof follows this substitution and applies the lower-bound exclusion.

```lean
/-- For every `φ < 0` there are a matrix `B` between `1` and `M` and a nonzero step `s = y` whose
update is positive definite but violates the lower bound `1`. -/
theorem lower_bound_lost {φ : ℝ} (hφ : φ < 0) :
    ∃ (M : ℝ) (B : Matrix (Fin 2) (Fin 2) ℝ) (s : Fin 2 → ℝ), s ≠ 0 ∧
      (B - 1).PosSemidef ∧ (M • (1 : Matrix (Fin 2) (Fin 2) ℝ) - B).PosSemidef ∧
      (broyden φ B s s).PosDef ∧ ¬ (broyden φ B s s - 1).PosSemidef := by
  obtain ⟨M, hk⟩ : ∃ M : ℝ, φ * (M - 1) = -3 :=
    ⟨1 + -3 / φ, by rw [add_sub_cancel_left]; exact mul_div_cancel₀ _ hφ.ne⟩
  have hM : 1 < M := by
    by_contra h
    nlinarith [mul_nonneg (neg_nonneg.mpr hφ.le) (sub_nonneg.mpr (not_lt.mp h))]
  have hM0 : 0 < M := by linarith
  -- with the step (1, 1) the orthogonal curvature lies strictly between 0 and 1
  have hc : curv M 1 φ = (M + 3) / (2 * (M + 1)) := by
    unfold curv
    have e : M * (1 + 1 ^ 2) ^ 2 + φ * 1 ^ 2 * (M - 1) ^ 2 = M + 3 := by
      linear_combination (M - 1) * hk
    rw [e]
    norm_num
  have hl : curv M 1 φ < 1 := by
    rw [hc, div_lt_one (by positivity)]
    linarith
  have hb := start_bounds hM.le
  exact ⟨M, start M, step 1, fun h => by simpa [step] using congrFun h 0, hb.1, hb.2,
    update_posDef hM0 (by rw [hc]; positivity),
    not_lower_bound (fun h => by simpa using congrFun h 1) (update_orthogonal hM0 1 φ) hl⟩

end

end BroydenOutsideConvexRange
```

```lean
#print axioms BroydenOutsideConvexRange.counterexample
#print axioms BroydenOutsideConvexRange.upper_bound_lost
#print axioms BroydenOutsideConvexRange.lower_bound_lost
```

```
'BroydenOutsideConvexRange.counterexample' depends on axioms: [propext, Classical.choice, Quot.sound]
'BroydenOutsideConvexRange.upper_bound_lost' depends on axioms: [propext, Classical.choice, Quot.sound]
'BroydenOutsideConvexRange.lower_bound_lost' depends on axioms: [propext, Classical.choice, Quot.sound]
```

For geometry optimisation, these two-coordinate quadratic examples with unit Hessian show that, for $\varphi$ outside $[0,1]$, positive definiteness of an updated Hessian does not by itself keep its eigenvalues within the initial bounds. They concern a single update, and say nothing about line searches or the convergence of repeated updates.
